# Reality and gauge law of the Berry connection for a vector normalised in a Hermitian, k-dependent overlap

## My Berry connection comes out complex when the overlap depends on k

In an ultrasoft or PAW calculation my pseudo-orbital has a coefficient vector x(k) normalised as x† S x = 1, where † is the conjugate transpose and S(k) is a Hermitian overlap matrix depending on the wave number k. If I copy the orthonormal-basis formula and compute i x† S x', the prime meaning d/dk, the result is in general complex, so it cannot be the rate of change of a phase. The claim I have seen is that

a = i x† S x' + (i/2) x† S' x

is real, and that replacing x by exp(i f) x, with f(k) real and differentiable, changes a to a − f'. I would like a rigorous, machine-checked proof in a finite basis, and I would like to know how a relates to the all-electron orbital.

## The S' term removes the imaginary part

Both claims hold. The proof of reality uses the normalisation on a neighbourhood of k (through the vanishing derivative of x† S x) and Hermiticity of S at k; the proof of the gauge law uses only the normalisation at k. Differentiating x† S x = 1 with the product rule gives

x'† S x + x† S' x + x† S x' = 0.   (1)

Put z = x† S x'. Solving (1) for x† S' x and inserting it into a gives

a = i z + (i/2)(−x'† S x − z) = (i/2)(z − x'† S x).   (2)

For a Hermitian matrix A and vectors u, v, the complex conjugate of u† A v is v† A u. Hence x'† S x = z*, with * the complex conjugate, and

a = (i/2)(z − z*) = (i/2)(2i Im z) = −Im z,   (3)

which is real. The real part of (1) reads 2 Re z + Re x† S' x = 0, and Im(i z) = Re z, so

Im(i x† S x') = −(1/2) Re x† S' x.   (4)

This is the imaginary part you met, and the second term of a cancels it.

For the gauge law let y = exp(i f) x. Then y' = exp(i f)(x' + i f' x). The phase has modulus one and drops out of each matrix element:

y† S' y = x† S' x,

y† S y' = x† S x' + i f' x† S x = x† S x' + i f'.

Multiplying the second line by i adds i·i f' = −f', so the connection of y is a − f'.

## Relation to the transformed orbital

Suppose S = T† T, where T(k) is a possibly rectangular matrix, and let ψ = T x. In PAW language T maps pseudo-orbitals to all-electron orbitals, here expanded in a finite, orthonormal, k-independent basis; for a Bloch state ψ stands for the cell-periodic part, on which the Berry connection is defined. Then ψ' = T' x + T x' and S' = T'† T + T† T', so

i ψ† ψ' = i x† T† T' x + i x† S x',

a = i x† S x' + (i/2) x† (T'† T + T† T') x,

and subtraction gives

i ψ† ψ' = a + (i/2) x† (T† T' − T'† T) x.   (5)

So a is real and has the right gauge law, but in general it differs from the connection of ψ by a term that depends on T itself and is not fixed by S: with one basis function and x = 1, both T = 1 and T = exp(i k) give S = 1 and a = 0, while i ψ† ψ' is 0 in the first case and −1 in the second. In that example the two ψ differ only by a phase, which is a change of gauge. The extra term is not always of this kind: with x = 1 and T the column (cos θ, exp(i k) sin θ), θ constant, again S = 1 and a = 0, while i ψ† ψ' = −sin²θ, whose integral over a period 2π of k is in general not a multiple of 2π. The extra term can therefore change Berry-phase quantities such as polarisation or a Wannier centre computed from pseudo-orbitals.

## A two-function example

Take c = (2 + 2i)/3 and

S(k) = [[1, k], [k, 1 + k²]],   x(k) = (1/3 − k c, c),

so that S' = [[0, 1], [1, 2k]] and x' = (−c, 0). Then S x = (1/3, k/3 + c). Since S is Hermitian, x† S x' = (S x)† x' = −c/3, while x† S x = 1/9 + |c|² = 1/9 + 8/9 = 1. At every k this gives i x† S x' = (2 − 2i)/9 and, by (3), a = 2/9.

## What the Lean theorems say

The basis is labelled by a finite type `n`, a coefficient vector is a function `n → ℂ`, and k is one real number. `HasVecDerivAt x x' k` and `HasMatDerivAt S S' k` say that each component or entry has the stated derivative at k; nothing is required of derivatives elsewhere. `braket A x y` is x† A y, antilinear in the first vector (the comments in the code write x^H for x†). `berry S S' x x'` is the expression a as a function of two matrices and two vectors, with the sign convention i x† S x', which is what makes the gauge shift −f' and not +f'.

The hypothesis `∀ᶠ t in 𝓝 k, braket (S t) (x t) (x t) = 1` is normalisation on some neighbourhood of k. It stands for the S-normalisation that a generalised eigenvalue solver imposes at each k, and it is assumed: no Hamiltonian or eigenvalue equation appears. From it, `norm_constraint_deriv` is (1) and `berry_antisymmetric` is (2), neither using Hermiticity. With `(S k).IsHermitian` added, at the single point k, `berry_real` is (3), stated as vanishing imaginary part and real part −Im x† S x', and `uncorrected_im` is (4). Positive definiteness of S is never assumed.

In `berry_gauge` the matrices `S` and `S'` are arbitrary, the function `f : ℝ → ℝ` is real by its type, and normalisation is required at k only. The conclusion supplies a vector `y'` that is the derivative of exp(i f) x at k and for which the connection equals a − f'; derivatives are unique, so `y'` is the only candidate. `berry_transformed` is (5), with a second finite type `m` for the rows of T; it uses no normalisation, and `S'` and `ψ'` enter as any derivatives of T† T and T x. `berry_witness` states, for every real k, the Hermiticity, normalisation, derivatives and both numbers of the example.

All statements are local in k and concern one orbital. Integrals around a loop, Berry curvature, several bands, discretised k-meshes and the projector structure of an actual PAW or ultrasoft overlap are not treated.

```lean
import Mathlib

open Matrix Complex Filter Topology

namespace OverlapBerryConnection

noncomputable section

variable {m n : Type*} [Fintype m] [Fintype n]

/-- The coefficient vector `x(k)` has derivative `x'` at `k`, component by component. -/
def HasVecDerivAt {n : Type*} (x : ℝ → n → ℂ) (x' : n → ℂ) (k : ℝ) : Prop :=
  ∀ i, HasDerivAt (fun t => x t i) (x' i) k

/-- The matrix `A(k)` has derivative `A'` at `k`, entry by entry. -/
def HasMatDerivAt {m n : Type*} (A : ℝ → Matrix m n ℂ) (A' : Matrix m n ℂ) (k : ℝ) : Prop :=
  ∀ i j, HasDerivAt (fun t => A t i j) (A' i j) k

/-- The matrix element `x^H A y`. -/
def braket (A : Matrix n n ℂ) (x y : n → ℂ) : ℂ := star x ⬝ᵥ A *ᵥ y

/-- The Berry connection with overlap, `a = i x^H S x' + (i/2) x^H S' x`. -/
def berry (S S' : Matrix n n ℂ) (x x' : n → ℂ) : ℂ :=
  I * braket S x x' + I / 2 * braket S' x x

/-- Product rule for a matrix acting on a vector: `(T x)' = T' x + T x'`. -/
theorem hasVecDerivAt_mulVec {m : Type*} {T : ℝ → Matrix m n ℂ} {T' : Matrix m n ℂ}
    {x : ℝ → n → ℂ} {x' : n → ℂ} {k : ℝ} (hT : HasMatDerivAt T T' k)
    (hx : HasVecDerivAt x x' k) :
    HasVecDerivAt (fun t => T t *ᵥ x t) (T' *ᵥ x k + T k *ᵥ x') k := by
  intro i
  have h : HasDerivAt (fun t => ∑ j, T t i j * x t j)
      (∑ j, (T' i j * x k j + T k i j * x' j)) k :=
    HasDerivAt.fun_sum fun j _ => (hT i j).fun_mul (hx j)
  exact h.congr_deriv (by simp [mulVec, dotProduct, Finset.sum_add_distrib])

/-- Product rule for a matrix element: `(x^H S y)' = x'^H S y + x^H S' y + x^H S y'`. -/
theorem hasDerivAt_braket {S : ℝ → Matrix n n ℂ} {S' : Matrix n n ℂ} {x y : ℝ → n → ℂ}
    {x' y' : n → ℂ} {k : ℝ} (hS : HasMatDerivAt S S' k) (hx : HasVecDerivAt x x' k)
    (hy : HasVecDerivAt y y' k) :
    HasDerivAt (fun t => braket (S t) (x t) (y t))
      (braket (S k) x' (y k) + braket S' (x k) (y k) + braket (S k) (x k) y') k := by
  have h : HasDerivAt (fun t => ∑ i, star (x t i) * (S t *ᵥ y t) i)
      (∑ i, (star (x' i) * (S k *ᵥ y k) i + star (x k i) * (S' *ᵥ y k + S k *ᵥ y') i)) k :=
    HasDerivAt.fun_sum fun i _ => (hx i).star.fun_mul (hasVecDerivAt_mulVec hS hy i)
  exact h.congr_deriv (by
    simp only [braket, dotProduct, Pi.star_apply, Pi.add_apply, mul_add,
      Finset.sum_add_distrib, add_assoc])

/-- For Hermitian `A`, the complex conjugate of `x^H A y` is `y^H A x`. -/
theorem star_braket {A : Matrix n n ℂ} (hA : A.IsHermitian) (x y : n → ℂ) :
    star (braket A x y) = braket A y x := by
  simp only [braket, dotProduct, mulVec, Finset.mul_sum, star_sum, star_mul', Pi.star_apply,
    star_star]
  rw [Finset.sum_comm]
  refine Finset.sum_congr rfl fun a _ => Finset.sum_congr rfl fun b _ => ?_
  rw [hA.apply a b]
  ring

/-- If `x^H S x = 1` near `k`, then `x'^H S x + x^H S' x + x^H S x' = 0` at `k`. -/
theorem norm_constraint_deriv {S : ℝ → Matrix n n ℂ} {S' : Matrix n n ℂ} {x : ℝ → n → ℂ}
    {x' : n → ℂ} {k : ℝ} (hS : HasMatDerivAt S S' k) (hx : HasVecDerivAt x x' k)
    (hN : ∀ᶠ t in 𝓝 k, braket (S t) (x t) (x t) = 1) :
    braket (S k) x' (x k) + braket S' (x k) (x k) + braket (S k) (x k) x' = 0 := by
  have he : (fun t => braket (S t) (x t) (x t)) =ᶠ[𝓝 k] fun _ => (1 : ℂ) := hN
  exact (hasDerivAt_braket hS hx hx).unique
    ((hasDerivAt_const k (1 : ℂ)).congr_of_eventuallyEq he)

/-- If `x^H S x = 1` near `k`, the connection takes the antisymmetric form
`a = (i/2)(x^H S x' - x'^H S x)`. -/
theorem berry_antisymmetric {S : ℝ → Matrix n n ℂ} {S' : Matrix n n ℂ} {x : ℝ → n → ℂ}
    {x' : n → ℂ} {k : ℝ} (hS : HasMatDerivAt S S' k) (hx : HasVecDerivAt x x' k)
    (hN : ∀ᶠ t in 𝓝 k, braket (S t) (x t) (x t) = 1) :
    berry (S k) S' (x k) x' = I / 2 * (braket (S k) (x k) x' - braket (S k) x' (x k)) := by
  unfold berry
  linear_combination (I / 2) * norm_constraint_deriv hS hx hN

/-- If `S(k)` is Hermitian and `x^H S x = 1` near `k`, the connection `a` is real and
equals `-Im x^H S x'`. -/
theorem berry_real {S : ℝ → Matrix n n ℂ} {S' : Matrix n n ℂ} {x : ℝ → n → ℂ}
    {x' : n → ℂ} {k : ℝ} (hH : (S k).IsHermitian) (hS : HasMatDerivAt S S' k)
    (hx : HasVecDerivAt x x' k) (hN : ∀ᶠ t in 𝓝 k, braket (S t) (x t) (x t) = 1) :
    (berry (S k) S' (x k) x').im = 0 ∧
      (berry (S k) S' (x k) x').re = -(braket (S k) (x k) x').im := by
  -- (i/2)(z - conj z) = -Im z
  have h : ∀ z : ℂ, I / 2 * (z - star z) = ((-z.im : ℝ) : ℂ) := by
    intro z
    rw [Complex.star_def, Complex.sub_conj]
    push_cast
    linear_combination (z.im : ℂ) * I_mul_I
  rw [berry_antisymmetric hS hx hN, ← star_braket hH (x k) x', h]
  exact ⟨ofReal_im _, ofReal_re _⟩

/-- Under the same conditions the term `i x^H S x'` alone has imaginary part
`-(1/2) Re x^H S' x`. -/
theorem uncorrected_im {S : ℝ → Matrix n n ℂ} {S' : Matrix n n ℂ} {x : ℝ → n → ℂ}
    {x' : n → ℂ} {k : ℝ} (hH : (S k).IsHermitian) (hS : HasMatDerivAt S S' k)
    (hx : HasVecDerivAt x x' k) (hN : ∀ᶠ t in 𝓝 k, braket (S t) (x t) (x t) = 1) :
    (I * braket (S k) (x k) x').im = -(1 / 2) * (braket S' (x k) (x k)).re := by
  have h := congrArg Complex.re (norm_constraint_deriv hS hx hN)
  rw [← star_braket hH (x k) x'] at h
  simp only [add_re, Complex.star_def, conj_re, zero_re] at h
  simp only [mul_im, I_re, I_im]
  linarith

/-- Gauge law: if `x^H S x = 1` at `k` and `f` is real with derivative `f'`, then
`exp(i f) x` is differentiable at `k` and its connection is `a - f'`. -/
theorem berry_gauge (S S' : Matrix n n ℂ) {x : ℝ → n → ℂ} {x' : n → ℂ} {f : ℝ → ℝ}
    {f' k : ℝ} (hx : HasVecDerivAt x x' k) (hf : HasDerivAt f f' k)
    (hN : braket S (x k) (x k) = 1) :
    ∃ y', HasVecDerivAt (fun t => cexp (I * f t) • x t) y' k ∧
      berry S S' (cexp (I * f k) • x k) y' = berry S S' (x k) x' - f' := by
  refine ⟨cexp (I * f k) • (x' + (I * f') • x k), fun i => ?_, ?_⟩
  · have he : HasDerivAt (fun t => cexp (I * (f t : ℂ))) (cexp (I * f k) * (I * f')) k :=
      (hf.ofReal_comp.const_mul I).cexp
    exact (he.fun_mul (hx i)).congr_deriv (by
      simp only [Pi.smul_apply, Pi.add_apply, smul_eq_mul]
      ring)
  · -- the phase is unimodular and drops out of every matrix element
    have hu : star (cexp (I * f k)) * cexp (I * f k) = 1 := by
      rw [Complex.star_def, ← Complex.exp_conj, ← Complex.exp_add]
      simp
    have key : ∀ (A : Matrix n n ℂ) (v : n → ℂ),
        braket A (cexp (I * f k) • x k) (cexp (I * f k) • v) = braket A (x k) v := by
      intro A v
      simp only [braket, mulVec_smul, star_smul, smul_dotProduct, dotProduct_smul, smul_eq_mul]
      linear_combination (star (x k) ⬝ᵥ A *ᵥ v) * hu
    unfold berry
    rw [key, key]
    simp only [braket, mulVec_add, mulVec_smul, dotProduct_add, dotProduct_smul,
      smul_eq_mul] at hN ⊢
    linear_combination (I * I * f') * hN + (f' : ℂ) * I_mul_I

/-- For an overlap `S = T^H T` and the transformed orbital `ψ = T x`,
`i ψ^H ψ' = a + (i/2) x^H (T^H T' - T'^H T) x`. -/
theorem berry_transformed {T : ℝ → Matrix m n ℂ} {T' : Matrix m n ℂ} {S' : Matrix n n ℂ}
    {x : ℝ → n → ℂ} {x' : n → ℂ} {ψ' : m → ℂ} {k : ℝ} (hT : HasMatDerivAt T T' k)
    (hx : HasVecDerivAt x x' k) (hS : HasMatDerivAt (fun t => (T t)ᴴ * T t) S' k)
    (hψ : HasVecDerivAt (fun t => T t *ᵥ x t) ψ' k) :
    I * (star (T k *ᵥ x k) ⬝ᵥ ψ') = berry ((T k)ᴴ * T k) S' (x k) x'
      + I / 2 * braket ((T k)ᴴ * T' - T'ᴴ * T k) (x k) (x k) := by
  -- identify S' and ψ' by uniqueness of derivatives
  have hS' : S' = T'ᴴ * T k + (T k)ᴴ * T' := by
    ext i j
    have h : HasDerivAt (fun t => ∑ a, star (T t a i) * T t a j)
        (∑ a, (star (T' a i) * T k a j + star (T k a i) * T' a j)) k :=
      HasDerivAt.fun_sum fun a _ => (hT a i).star.fun_mul (hT a j)
    rw [(hS i j).unique h]
    simp [Matrix.mul_apply, Finset.sum_add_distrib]
  have hψ' : ψ' = T' *ᵥ x k + T k *ᵥ x' :=
    funext fun i => (hψ i).unique (hasVecDerivAt_mulVec hT hx i)
  rw [hS', hψ']
  simp only [berry, braket, star_mulVec, ← dotProduct_mulVec, mulVec_mulVec, add_mulVec,
    sub_mulVec, dotProduct_add, dotProduct_sub]
  ring

/-- A two-function basis with the overlap `[[1, k], [k, 1 + k²]]`. -/
def wS (t : ℝ) : Matrix (Fin 2) (Fin 2) ℂ := !![1, (t : ℂ); (t : ℂ), 1 + (t : ℂ) * t]

/-- The orbital `(1/3 - k c, c)` with `c = (2 + 2i)/3`. -/
def wx (t : ℝ) : Fin 2 → ℂ := ![1 / 3 - (t : ℂ) * ((2 + 2 * I) / 3), (2 + 2 * I) / 3]

/-- At every `k` the overlap `wS` is Hermitian, `wx` is normalised, both are differentiable,
the connection is `2/9`, and `i x^H S x'` alone is `(2 - 2i)/9`. -/
theorem berry_witness (k : ℝ) :
    (wS k).IsHermitian ∧ braket (wS k) (wx k) (wx k) = 1 ∧
      HasMatDerivAt wS !![0, 1; 1, 2 * (k : ℂ)] k ∧
      HasVecDerivAt wx ![-((2 + 2 * I) / 3), 0] k ∧
      berry (wS k) !![0, 1; 1, 2 * (k : ℂ)] (wx k) ![-((2 + 2 * I) / 3), 0] = 2 / 9 ∧
      I * braket (wS k) (wx k) ![-((2 + 2 * I) / 3), 0] = (2 - 2 * I) / 9 := by
  have hr : HasDerivAt (fun t : ℝ => (t : ℂ)) 1 k := by
    simpa using (hasDerivAt_id' k).ofReal_comp
  have h11 : HasDerivAt (fun t : ℝ => 1 + (t : ℂ) * t) (2 * (k : ℂ)) k :=
    ((hr.fun_mul hr).const_add 1).congr_deriv (by ring)
  have h0 : HasDerivAt (fun t : ℝ => 1 / 3 - (t : ℂ) * ((2 + 2 * I) / 3))
      (-((2 + 2 * I) / 3)) k :=
    ((hr.mul_const _).const_sub (1 / 3)).congr_deriv (by ring)
  have c2 : (starRingEnd ℂ) 2 = 2 := map_ofNat _ 2
  have c3 : (starRingEnd ℂ) 3 = 3 := map_ofNat _ 3
  refine ⟨IsHermitian.ext fun i j => ?_, ?_, fun i j => ?_, fun i => ?_, ?_, ?_⟩
  · fin_cases i <;> fin_cases j <;> simp [wS]
  · apply Complex.ext <;>
      simp [braket, wS, wx, dotProduct, mulVec, Fin.sum_univ_two, c2, c3] <;> ring
  · fin_cases i <;> fin_cases j
    exacts [hasDerivAt_const k (1 : ℂ), hr, hr, h11]
  · fin_cases i
    exacts [h0, hasDerivAt_const k ((2 + 2 * I) / 3 : ℂ)]
  · apply Complex.ext <;>
      simp [berry, braket, wS, wx, dotProduct, mulVec, Fin.sum_univ_two, c2, c3] <;> ring
  · apply Complex.ext <;>
      simp [braket, wS, wx, dotProduct, mulVec, Fin.sum_univ_two] <;> ring

end

end OverlapBerryConnection
```

```lean
#print axioms OverlapBerryConnection.berry_real
-- 'OverlapBerryConnection.berry_real' depends on axioms: [propext, Classical.choice, Quot.sound]
#print axioms OverlapBerryConnection.uncorrected_im
-- 'OverlapBerryConnection.uncorrected_im' depends on axioms: [propext, Classical.choice, Quot.sound]
#print axioms OverlapBerryConnection.berry_gauge
-- 'OverlapBerryConnection.berry_gauge' depends on axioms: [propext, Classical.choice, Quot.sound]
#print axioms OverlapBerryConnection.berry_transformed
-- 'OverlapBerryConnection.berry_transformed' depends on axioms: [propext, Classical.choice, Quot.sound]
```

## How the tactics follow the derivation

`hasVecDerivAt_mulVec` writes a component of T x as a finite sum of products, differentiates each product with `fun_mul` and the sum with `HasDerivAt.fun_sum`. `hasDerivAt_braket` repeats this for x† (S y); `(hx i).star` records that conjugation commutes with differentiation in a real variable. `star_braket` expands the double sum, exchanges the summations with `Finset.sum_comm` and applies the Hermitian property entry by entry.

In `norm_constraint_deriv` the function x† S x agrees with the constant 1 near k, so it has derivative 0 as well as the three-term derivative, and `unique` equates the two. In `berry_antisymmetric` the difference of the two sides of (2) is i/2 times the left side of (1), which is the content of the `linear_combination` call. `berry_real` proves (i/2)(z − z*) = −Im z for any complex z, rewrites a by (2) and by `star_braket`, and reads off both parts. `uncorrected_im` takes the real part of (1), after which `linarith` solves the linear relation.

`berry_gauge` offers exp(i f)(x' + i f' x) as `y'` and verifies it with the chain and product rules. The step `hu` is the unit modulus of the phase, `key` removes the phase from any matrix element, and the last line uses the normalisation with coefficient i·i f' together with i² = −1. `berry_transformed` identifies `S'` and `ψ'` with the product-rule expressions by uniqueness and finishes with `ring`. `berry_witness` checks derivatives entry by entry and the numbers by real and imaginary parts.

## What fails without normalisation or Hermiticity

The examples under this heading are worked in the prose only and are not among the Lean theorems.

If normalisation holds at k but not nearby, reality can be lost, because the derivative of x† S x at k need no longer vanish. With one basis function, S = 1 and x(k) = 1 + k, the norm is 1 at k = 0, but x' = 1 and S' = 0 give a = i there.

If S is not Hermitian, take the constant matrix S = [[1, 1], [−1, 1]] and x(k) = (cos k, sin k). Because x is real, the antisymmetric part of S does not contribute to x† S x, which equals 1 for all k. With x' = (−sin k, cos k) one finds x† S x' = 1, so again a = i.

If the gauge law is applied to an unnormalised vector, the shift becomes −f' x† S x. For S = 1, x = 2 and f(k) = k, the connection moves from 0 to −4, whereas a − f' = −1.
